# In one dimension, the plane-wave ground energy of an attractive contact potential converges as the cutoff grows

Take one particle on a ring and keep three plane waves, with wave numbers $n=-1,0,1$. With kinetic energy $n^2$ and a contact attraction whose matrix elements all equal $-1$, the Hamiltonian is

$$
H=\begin{pmatrix}0&-1&-1\\-1&-1&-1\\-1&-1&0\end{pmatrix}.
$$

Its lowest eigenvalue is $-(1+\sqrt2)\approx-2.414$, with normalised eigenvector $(1,\sqrt2,1)/2$. The attraction acts only through the sum of the coefficients, so finding the negative eigenvalues reduces to one scalar equation. Writing such an energy as $-a$ with $a>0$, that equation is

$$
\frac1a+\frac2{1+a}=1 .
$$

More plane waves add more positive terms to the left side and push the root $a$ upwards. In one dimension the sum stays bounded, and so does the root.

## The bound and the limiting equation

For strength $g>0$ and cutoff $M$, let $H_M$ have entries $n^2\delta_{nm}-g$ on the integers $|n|,|m|\le M$. Let $E_M$ be its lowest eigenvalue and define

$$
S_M(a)=\sum_{|n|\le M}\frac1{n^2+a}\qquad(a>0).
$$

Then $-(4g+1)^2\le E_M\le-g$ for every $M$, and $E_M$ never rises with $M$. It converges to some $-a$ with $gS_M(a)\to1$ as $M\to\infty$.

On a ring of circumference $\ell$, the energy unit is $(\hbar^2/2m_0)(2\pi/\ell)^2$, where $m_0$ is the particle mass. A potential $-\lambda\delta(x)$ gives $g=\lambda/\ell$ in that unit. This strength stays fixed as the cutoff grows.

## Cutoff extrapolation and a scalar root search

Extrapolating a plane-wave energy to infinite cutoff presupposes a finite limit, which is established here for a single particle in one dimension with a fixed contact strength.

In a calculation, applying $H_M$ to a vector takes a number of operations proportional to the number of plane waves, because the contact term needs only the sum of the coefficients. The ground energy needs no matrix diagonalisation: bisect $gS_M(a)=1$ on $[g,(4g+1)^2]$. The normalised coefficients are then $1/(n^2+a)$ divided by $\bigl(\sum_{|m|\le M}(m^2+a)^{-2}\bigr)^{1/2}$.

For $g=1$ the energies at $M=0,1,2$ are $-1$, $-2.414$ and $-3.485$, while the limit is about $-9.870$. The approach is slow, with an error that falls as $1/M$; this rate and the numerical values come from separate estimates, not from the Lean file.

## From the eigenvalue equation to the limit

**Scalar equation** (`contactH_mulVec`, `secular_equation`). Let $s=\sum_m c_m$. At energy $-a$ the eigenvalue equation reads
$$
n^2c_n-gs=-ac_n,\qquad\text{so}\qquad c_n=\frac{gs}{n^2+a}.
$$
If $s=0$, every coefficient vanishes, so $s\ne0$. Summing over $n$ gives $s=gsS_M(a)$, hence $gS_M(a)=1$. Conversely, if this holds, $c_n=1/(n^2+a)$ is nonzero and satisfies
$$
n^2c_n-gS_M(a)=\frac{n^2}{n^2+a}-1=-ac_n .
$$
In Lean, `linear_combination` does this algebra.

**Monotonicity** (`greenSum_lt`, `greenSum_mono`). Each term of $S_M(a)$ decreases strictly in $a$, and raising $M$ adds positive terms. A level below a root $-a$ would be $-b$ with $b>a$, but then $gS_M(b)<1$. The root therefore gives the lowest level.

**Uniform bound** (`greenSum_le`). For $k>0$, induction on $M$ proves
$$
S_M(k^2)\le\frac1{k^2}+\frac4k-\frac4{k+M},
$$
with equality at $M=0$. Passing to $M+1$ adds two equal terms. Since $(k+M)(k+M+1)\le(k+M+1)^2\le2\bigl(k^2+(M+1)^2\bigr)$,
$$
\frac2{(M+1)^2+k^2}\le\frac4{(k+M)(k+M+1)}=\frac4{k+M}-\frac4{k+M+1}.
$$
The call to `nlinarith` uses the square $(k-(M+1))^2\ge0$ for this inequality.

**Locating the root** (`groundEnergy_bounds`, `groundEnergy_secular`). At $a=g$, the $n=0$ term alone gives $gS_M(g)\ge1$. At $a=(4g+1)^2$, the uniform bound gives
$$
gS_M(a)\le\frac{16g^2+5g}{16g^2+8g+1}\le1 .
$$
The intermediate value theorem, `intermediate_value_Icc'`, supplies a root between them. It is $a_M=-E_M$.

**Convergence** (`groundEnergy_antitone`, `groundEnergy_tendsto`). Let $M\le N$. If $E_N>E_M$, then $a_N<a_M$ and
$$
1=gS_M(a_M)<gS_M(a_N)\le gS_N(a_N)=1,
$$
a contradiction. So $E_M$ is non-increasing and bounded below, and it has a limit $-a$ with $a_M\le a$.

Put $\delta_M=(a-a_M)/g$. Because $n^2+a_M\ge g$,
$$
n^2+a=n^2+a_M+g\delta_M\le(1+\delta_M)(n^2+a_M).
$$
Taking reciprocals and summing gives $1=gS_M(a_M)\le(1+\delta_M)\,gS_M(a)$. Monotonicity gives $gS_M(a)\le1$, so
$$
1-\delta_M\le gS_M(a)\le1 .
$$
As $\delta_M\to0$, squeezing gives $gS_M(a)\to1$. The Lean proof obtains these two inequalities as `hlower` and `hupper`.

## The Lean file

```lean
import Mathlib

open Matrix Filter Topology

namespace ContactPotentialOneDim

noncomputable section

/-- The plane waves kept at cutoff `M`: integer wave numbers `n` with `|n| ≤ M`. -/
abbrev PlaneWave (M : ℕ) := ↥(Finset.Icc (-(M : ℤ)) (M : ℤ))

/-- The one-dimensional plane-wave Hamiltonian with kinetic energy `n ^ 2` and a contact
potential, whose matrix elements all equal `-g`. -/
def contactH (g : ℝ) (M : ℕ) : Matrix (PlaneWave M) (PlaneWave M) ℝ :=
  Matrix.of fun n m => (if n = m then ((n : ℤ) : ℝ) ^ 2 else 0) - g

/-- The energy levels at cutoff `M`: the eigenvalues of the Hamiltonian matrix. -/
def energies (g : ℝ) (M : ℕ) : Set ℝ :=
  {E | ∃ c : PlaneWave M → ℝ, c ≠ 0 ∧ contactH g M *ᵥ c = E • c}

/-- The ground energy at cutoff `M`: the infimum of the energy levels. -/
def groundEnergy (g : ℝ) (M : ℕ) : ℝ := sInf (energies g M)

/-- The free propagator at the contact point, at energy `-a` and cutoff `M`, up to sign and a
constant factor set by the length of the ring: the sum of `1 / (n ^ 2 + a)` over `|n| ≤ M`, for
`a > 0`. -/
def greenSum (M : ℕ) (a : ℝ) : ℝ :=
  ∑ n ∈ Finset.Icc (-(M : ℤ)) (M : ℤ), 1 / ((n : ℝ) ^ 2 + a)

/-- The Hamiltonian multiplies each coefficient by its kinetic energy and subtracts `g` times
the sum of all coefficients. -/
theorem contactH_mulVec (g : ℝ) (M : ℕ) (c : PlaneWave M → ℝ) (n : PlaneWave M) :
    (contactH g M *ᵥ c) n = ((n : ℤ) : ℝ) ^ 2 * c n - g * ∑ m, c m := by
  simp only [contactH, Matrix.mulVec, dotProduct, Matrix.of_apply, sub_mul, ite_mul, zero_mul,
    Finset.sum_sub_distrib, Finset.sum_ite_eq, Finset.mem_univ, if_true, Finset.mul_sum]

/-- Bound-state equation: for `a > 0`, the energy `-a` is a level at cutoff `M` exactly when
`g` times the sum of `1 / (n ^ 2 + a)` over the kept plane waves equals one. -/
theorem secular_equation (g : ℝ) (M : ℕ) {a : ℝ} (ha : 0 < a) :
    -a ∈ energies g M ↔ g * greenSum M a = 1 := by
  have hcoe : ∑ n : PlaneWave M, 1 / (((n : ℤ) : ℝ) ^ 2 + a) = greenSum M a :=
    Finset.sum_coe_sort _ (fun n : ℤ => 1 / ((n : ℝ) ^ 2 + a))
  constructor
  · rintro ⟨c, hc, h⟩
    obtain ⟨s, hs⟩ : ∃ s, s = ∑ m, c m := ⟨_, rfl⟩
    -- the eigenvalue equation fixes every coefficient in terms of the sum `s`
    have hn : ∀ n : PlaneWave M, c n = g * s * (1 / (((n : ℤ) : ℝ) ^ 2 + a)) := by
      intro n
      have hpos : 0 < ((n : ℤ) : ℝ) ^ 2 + a := by positivity
      have e := congrFun h n
      rw [contactH_mulVec, ← hs, Pi.smul_apply, smul_eq_mul] at e
      rw [mul_one_div, eq_div_iff hpos.ne']
      linear_combination e
    have hs0 : s ≠ 0 := by
      intro h0
      apply hc
      funext n
      simp [hn n, h0]
    -- summing the coefficients closes the equation
    have hself : s = g * s * greenSum M a := by
      rw [← hcoe, Finset.mul_sum]
      exact hs.trans (Finset.sum_congr rfl fun n _ => hn n)
    apply mul_left_cancel₀ hs0
    linear_combination -hself
  · intro h
    refine ⟨fun n => 1 / (((n : ℤ) : ℝ) ^ 2 + a), ?_, ?_⟩
    · intro h0
      have h1 : 1 / (((0 : ℤ) : ℝ) ^ 2 + a) = 0 := congrFun h0 ⟨0, by simp⟩
      have h2 : 0 < 1 / (((0 : ℤ) : ℝ) ^ 2 + a) := by positivity
      exact h2.ne' h1
    · funext n
      have hpos : 0 < ((n : ℤ) : ℝ) ^ 2 + a := by positivity
      have hx := mul_one_div_cancel hpos.ne'
      simp only [contactH_mulVec, hcoe, h, Pi.smul_apply, smul_eq_mul]
      linear_combination hx

/-- The propagator sum decreases strictly as the binding energy `a > 0` grows. -/
theorem greenSum_lt (M : ℕ) {a b : ℝ} (ha : 0 < a) (hab : a < b) :
    greenSum M b < greenSum M a := by
  unfold greenSum
  exact Finset.sum_lt_sum_of_nonempty ⟨0, by simp⟩ fun n _ =>
    one_div_lt_one_div_of_lt (by positivity) (by linarith)

/-- At fixed `a > 0` the propagator sum does not decrease when the cutoff is raised. -/
theorem greenSum_mono {M N : ℕ} (h : M ≤ N) {a : ℝ} (ha : 0 < a) :
    greenSum M a ≤ greenSum N a := by
  unfold greenSum
  exact Finset.sum_le_sum_of_subset_of_nonneg
    (Finset.Icc_subset_Icc (by omega) (by omega)) fun n _ _ => by positivity

/-- In one dimension the propagator sum at energy `-k ^ 2`, with `k > 0`, is at most
`1 / k ^ 2 + 4 / k` at every cutoff. -/
theorem greenSum_le (M : ℕ) {k : ℝ} (hk : 0 < k) :
    greenSum M (k ^ 2) ≤ 1 / k ^ 2 + 4 / k := by
  -- a sharper bound that telescopes in the cutoff
  have key : greenSum M (k ^ 2) ≤ 1 / k ^ 2 + 4 / k - 4 / (k + M) := by
    induction M with
    | zero => simp [greenSum]
    | succ M ih =>
      have hset : Finset.Icc (-((M + 1 : ℕ) : ℤ)) ((M + 1 : ℕ) : ℤ) =
          insert ((M : ℤ) + 1) (insert (-((M : ℤ) + 1)) (Finset.Icc (-(M : ℤ)) M)) := by
        ext n
        simp only [Finset.mem_insert, Finset.mem_Icc]
        omega
      have hsucc : greenSum (M + 1) (k ^ 2) =
          greenSum M (k ^ 2) + 2 / (((M : ℝ) + 1) ^ 2 + k ^ 2) := by
        unfold greenSum
        rw [hset, Finset.sum_insert (by simp only [Finset.mem_insert, Finset.mem_Icc]; omega),
          Finset.sum_insert (by simp only [Finset.mem_Icc]; omega)]
        push_cast
        ring
      have hM : (0 : ℝ) ≤ M := Nat.cast_nonneg M
      have hstep : 2 / (((M : ℝ) + 1) ^ 2 + k ^ 2) ≤ 4 / ((k + M) * (k + (M + 1))) := by
        rw [div_le_div_iff₀ (by positivity) (by positivity)]
        nlinarith [sq_nonneg (k - (M + 1))]
      have htel : 4 / ((k + M) * (k + (M + 1))) = 4 / (k + M) - 4 / (k + ((M : ℝ) + 1)) := by
        have h1 : k + (M : ℝ) ≠ 0 := by positivity
        have h2 : k + ((M : ℝ) + 1) ≠ 0 := by positivity
        rw [div_sub_div _ _ h1 h2]
        congr 1
        ring
      rw [hsucc]
      push_cast
      linarith
  have : 0 ≤ 4 / (k + (M : ℝ)) := by positivity
  linarith

/-- For `g > 0` the ground energy is the lowest level, and at every cutoff it lies between
`-(4 * g + 1) ^ 2` and `-g`. -/
theorem groundEnergy_bounds {g : ℝ} (hg : 0 < g) (M : ℕ) :
    IsLeast (energies g M) (groundEnergy g M) ∧
      -(4 * g + 1) ^ 2 ≤ groundEnergy g M ∧ groundEnergy g M ≤ -g := by
  have hcont : ContinuousOn (fun a => g * greenSum M a) (Set.Icc g ((4 * g + 1) ^ 2)) := by
    unfold greenSum
    refine continuousOn_const.mul (continuousOn_finsetSum _ fun n _ =>
      ContinuousOn.div continuousOn_const (continuousOn_const.add continuousOn_id) ?_)
    intro a ha
    have h0 : 0 < a := lt_of_lt_of_le hg ha.1
    exact (show 0 < (n : ℝ) ^ 2 + a by positivity).ne'
  have h1 : 1 ≤ g * greenSum M g := by
    have h0 : greenSum 0 g = 1 / g := by simp [greenSum]
    have h2 := mul_le_mul_of_nonneg_left (greenSum_mono (Nat.zero_le M) hg) hg.le
    rwa [h0, mul_one_div_cancel hg.ne'] at h2
  have h2 : g * greenSum M ((4 * g + 1) ^ 2) ≤ 1 := by
    have hk : 0 < 4 * g + 1 := by positivity
    refine (mul_le_mul_of_nonneg_left (greenSum_le M hk) hg.le).trans ?_
    have e : g * (1 / (4 * g + 1) ^ 2 + 4 / (4 * g + 1)) =
        g * (1 + 4 * (4 * g + 1)) / (4 * g + 1) ^ 2 := by
      field_simp
    rw [e, div_le_one (by positivity)]
    nlinarith
  -- the bound-state equation has a root between the two bounds
  obtain ⟨a, ha, hroot⟩ := intermediate_value_Icc' (by nlinarith) hcont ⟨h2, h1⟩
  have ha0 : 0 < a := lt_of_lt_of_le hg ha.1
  have hleast : IsLeast (energies g M) (-a) := by
    refine ⟨(secular_equation g M ha0).2 hroot, fun E hE => ?_⟩
    by_contra hlt
    have hlt' : a < -E := by linarith [not_le.mp hlt]
    have hE' := (secular_equation g M (ha0.trans hlt')).1 (by rwa [neg_neg])
    have := mul_lt_mul_of_pos_left (greenSum_lt M ha0 hlt') hg
    simp only at hroot
    linarith
  have hE : groundEnergy g M = -a := hleast.csInf_eq
  rw [hE]
  exact ⟨hleast, neg_le_neg ha.2, neg_le_neg ha.1⟩

/-- For `g > 0` the ground energy satisfies the bound-state equation at its cutoff. -/
theorem groundEnergy_secular {g : ℝ} (hg : 0 < g) (M : ℕ) :
    g * greenSum M (-groundEnergy g M) = 1 := by
  obtain ⟨h, -, hu⟩ := groundEnergy_bounds hg M
  exact (secular_equation g M (by linarith)).1 (by rw [neg_neg]; exact h.1)

/-- For `g > 0` raising the cutoff never raises the ground energy. -/
theorem groundEnergy_antitone {g : ℝ} (hg : 0 < g) : Antitone (groundEnergy g) := by
  intro M N hMN
  by_contra hlt
  have hN : 0 < -groundEnergy g N := by linarith [(groundEnergy_bounds hg N).2.2]
  have h1 := greenSum_lt M hN (neg_lt_neg (not_le.mp hlt))
  have h2 := mul_lt_mul_of_pos_left (h1.trans_le (greenSum_mono hMN hN)) hg
  linarith [groundEnergy_secular hg M, groundEnergy_secular hg N]

/-- For `g > 0` the one-dimensional contact attraction has a complete-basis limit: the ground
energy converges to a finite `-a`, and `a` solves the bound-state equation without cutoff. -/
theorem groundEnergy_tendsto {g : ℝ} (hg : 0 < g) :
    ∃ a, g ≤ a ∧ a ≤ (4 * g + 1) ^ 2 ∧ Tendsto (groundEnergy g) atTop (𝓝 (-a)) ∧
      Tendsto (fun M => g * greenSum M a) atTop (𝓝 1) := by
  have hanti := groundEnergy_antitone hg
  have hbdd : BddBelow (Set.range (groundEnergy g)) :=
    ⟨-(4 * g + 1) ^ 2, by rintro _ ⟨M, rfl⟩; exact (groundEnergy_bounds hg M).2.1⟩
  obtain ⟨L, hL⟩ : ∃ L, Tendsto (groundEnergy g) atTop (𝓝 L) :=
    ⟨_, tendsto_atTop_ciInf hanti hbdd⟩
  have hLM : ∀ M, L ≤ groundEnergy g M := fun M => hanti.le_of_tendsto hL M
  have hlow : -(4 * g + 1) ^ 2 ≤ L := ge_of_tendsto' hL fun M => (groundEnergy_bounds hg M).2.1
  have hup : L ≤ -g := (hLM 0).trans (groundEnergy_bounds hg 0).2.2
  have hupper : ∀ M, g * greenSum M (-L) ≤ 1 := by
    intro M
    rw [← groundEnergy_secular hg M]
    rcases (hLM M).eq_or_lt with h | h
    · rw [h]
    · have hM : 0 < -groundEnergy g M := by linarith [(groundEnergy_bounds hg M).2.2]
      exact mul_le_mul_of_nonneg_left (greenSum_lt M hM (neg_lt_neg h)).le hg.le
  -- moving from the finite-cutoff root to the limit costs a factor that tends to one
  have hlower : ∀ M, 1 - (groundEnergy g M - L) / g ≤ g * greenSum M (-L) := by
    intro M
    have hM := (groundEnergy_bounds hg M).2.2
    have hsec := groundEnergy_secular hg M
    have hd : 0 ≤ (groundEnergy g M - L) / g := div_nonneg (by linarith [hLM M]) hg.le
    have hdg : (groundEnergy g M - L) / g * g = groundEnergy g M - L :=
      div_mul_cancel₀ _ hg.ne'
    have hcmp : greenSum M (-groundEnergy g M) ≤
        (1 + (groundEnergy g M - L) / g) * greenSum M (-L) := by
      unfold greenSum
      rw [Finset.mul_sum]
      refine Finset.sum_le_sum fun n _ => ?_
      have hn := sq_nonneg (n : ℝ)
      rw [mul_one_div, div_le_div_iff₀ (by linarith) (by linarith)]
      have := mul_le_mul_of_nonneg_left
        (show g ≤ (n : ℝ) ^ 2 + -groundEnergy g M by linarith) hd
      linarith
    have h1 := mul_le_mul_of_nonneg_left hcmp hg.le
    have h2 := mul_le_mul_of_nonneg_left (hupper M) hd
    linarith
  refine ⟨-L, by linarith, by linarith, by rwa [neg_neg], ?_⟩
  have hlim : Tendsto (fun M => 1 - (groundEnergy g M - L) / g) atTop (𝓝 1) := by
    have h := ((hL.sub_const L).div_const g).const_sub 1
    rwa [sub_self, zero_div, sub_zero] at h
  exact tendsto_of_tendsto_of_tendsto_of_le_of_le hlim tendsto_const_nhds hlower hupper

end

end ContactPotentialOneDim
```

```lean
#print axioms ContactPotentialOneDim.groundEnergy_tendsto
```

```
'ContactPotentialOneDim.groundEnergy_tendsto' depends on axioms: [propext, Classical.choice, Quot.sound]
```

## What the theorems say about the model

`PlaneWave M` is the set of kept wave numbers, and `contactH g M` is the real matrix $H_M$. The set `energies g M` contains its eigenvalues with nonzero real eigenvectors; real vectors suffice because the matrix is real and symmetric. `groundEnergy g M` is the infimum of that set, and `IsLeast` in `groundEnergy_bounds` says that it is itself an eigenvalue. `greenSum M a` is $S_M(a)$.

The hypothesis `0 < g` means attraction. The bounds hold at every natural-number cutoff, including $M=0$, where $E_0=-g$. In `groundEnergy_tendsto`, the first `Tendsto` is convergence of the energy and the second is the bound-state equation, with its infinite sum taken as the limit of symmetric partial sums.

The theorems concern finite matrices and the limit of their lowest eigenvalues. They do not construct the Hamiltonian on the infinite-dimensional Hilbert space, and they say nothing about convergence of wavefunctions or excited levels. The wave numbers are integers, which corresponds to periodic boundary conditions without a Bloch phase, and there is no interaction between particles.
